# The Core-Excitation Spectrum of a Finite Generalized Eigenproblem from One Resolvent Element

An X-ray photon lifts an electron out of a core level c, and the absorption strength depends on the transition amplitude into each final state. In the PAW method, the smooth final states u_f obey H u_f = e_f S u_f, with H the Hamiltonian and S the overlap operator, and are normalised so that ⟨u_f,S u_g⟩ = δ_fg. Because c is confined to one atom, the amplitude is reconstructed as ⟨u_f,w⟩ with a single localized vector

w = Σ_i p_i ⟨φ_i|D|c⟩,

where p_i are the atom's projectors, φ_i its all-electron partial waves and D the dipole operator. Can the spectrum be obtained from w without computing every u_f? In a finite basis with independent electrons and fixed H and S, it can: one element of the resolvent (zS − H)⁻¹ is the sum of the weights |⟨u_f,w⟩|², each divided by z − e_f, and so determines the total weight at each energy.

In Lean 4 with Mathlib:

```lean
import Mathlib

open Matrix
open scoped ComplexOrder

noncomputable section

namespace CoreExcitationSpectrum

variable {n : Type*} [Fintype n] [DecidableEq n]
```

## States, overlap and resolvent

H and S are complex matrices over a finite index type `n`. The same type labels the states, so there are as many states as basis functions. `u f i` is component i of state f, and `star a ⬝ᵥ b` is ⟨a,b⟩, conjugate-linear in a. The states satisfy

⟨u_f, S u_g⟩ = δ_fg,  H u_f = e_f S u_f,  e_f real.

```lean
/-- A complete set of `S`-orthonormal states `u f` with real energies `e f` that solve the
generalized eigenvalue problem `H u = e S u`. -/
structure IsEigenbasis (H S : Matrix n n ℂ) (e : n → ℝ) (u : n → n → ℂ) : Prop where
  orthonormal : ∀ f g, star (u f) ⬝ᵥ (S *ᵥ u g) = if f = g then 1 else 0
  eigen : ∀ f, H *ᵥ u f = (e f : ℂ) • (S *ᵥ u f)
```

The quantity of interest is G(z) = ⟨w,(zS − H)⁻¹w⟩, for an arbitrary vector w. For the PAW vector above, the entries of w are its inner products with the basis functions.

```lean
/-- The diagonal element `⟨w, (zS - H)⁻¹ w⟩` of the resolvent in the vector `w`, meant for
those `z` at which `zS - H` is invertible. -/
def greenElement (H S : Matrix n n ℂ) (w : n → ℂ) (z : ℂ) : ℂ :=
  star w ⬝ᵥ ((z • S - H)⁻¹ *ᵥ w)
```

## Existence of the states

For Hermitian A there is a unitary V with AV = VΛ, where Λ is the real diagonal matrix of eigenvalues. Mathlib's eigenvector basis supplies the columns of V.

```lean
/-- A Hermitian matrix is diagonalised by a unitary matrix of eigenvectors. -/
theorem hermitian_diagonalisation {A : Matrix n n ℂ} (hA : A.IsHermitian) :
    ∃ V : Matrix n n ℂ, Vᴴ * V = 1 ∧
      A * V = V * diagonal (fun i => (hA.eigenvalues i : ℂ)) := by
  refine ⟨(hA.eigenvectorUnitary : Matrix n n ℂ), ?_, ?_⟩
  · exact Matrix.mem_unitaryGroup_iff'.mp hA.eigenvectorUnitary.2
  · ext i j
    have h := congrFun (hA.mulVec_eigenvectorBasis j) i
    rw [Pi.smul_apply, Complex.real_smul, mul_comm] at h
    rw [Matrix.mul_diagonal]
    exact h
```

Let H be Hermitian and S positive definite. Write SV = Vs, with s diagonal and positive, and set T = V s^(−1/2). Then

T†ST = s^(−1/2) V†SV s^(−1/2) = 1.

The matrix K = T†HT is Hermitian, so KW = WE with W unitary and E diagonal. For U = TW,

U†SU = W†W = 1,  U†HU = W†KW = E.

A left inverse of a square matrix is also a right inverse, so SUU† = 1 and HU = SU(U†HU) = SUE. The columns of U are the u_f. In the code, the `calc` blocks carry out these products and `mul_eq_one_comm` exchanges the order of the inverse.

```lean
/-- For a Hermitian `H` and a positive definite overlap `S`, a complete set of
`S`-orthonormal eigenstates with real energies exists. -/
theorem exists_eigenbasis {H S : Matrix n n ℂ} (hH : H.IsHermitian) (hS : S.PosDef) :
    ∃ (e : n → ℝ) (u : n → n → ℂ), IsEigenbasis H S e u := by
  -- whiten the overlap: find `T` with `Tᴴ S T = 1`
  obtain ⟨T, hT⟩ : ∃ T : Matrix n n ℂ, Tᴴ * (S * T) = 1 := by
    obtain ⟨V, hV, hSV⟩ := hermitian_diagonalisation hS.isHermitian
    let r : n → ℂ := fun i => (((√(hS.isHermitian.eigenvalues i))⁻¹ : ℝ) : ℂ)
    have hR : (diagonal r)ᴴ = diagonal r := by
      rw [Matrix.diagonal_conjTranspose]
      congr 1
      funext i
      exact Complex.conj_ofReal _
    refine ⟨V * diagonal r, ?_⟩
    calc (V * diagonal r)ᴴ * (S * (V * diagonal r))
        = (diagonal r)ᴴ * (Vᴴ * (S * V)) * diagonal r := by
          simp only [Matrix.conjTranspose_mul, Matrix.mul_assoc]
      _ = diagonal r * diagonal (fun i => (hS.isHermitian.eigenvalues i : ℂ))
            * diagonal r := by
          rw [hSV, ← Matrix.mul_assoc Vᴴ, hV, Matrix.one_mul, hR]
      _ = 1 := by
          rw [Matrix.diagonal_mul_diagonal, Matrix.diagonal_mul_diagonal,
            ← Matrix.diagonal_one]
          congr 1
          funext i
          have hd := hS.eigenvalues_pos i
          have aux : ∀ s : ℝ, 0 < s → s⁻¹ * (s * s) * s⁻¹ = 1 := by
            intro s hs
            field_simp
          have h := aux _ (Real.sqrt_pos.mpr hd)
          rw [Real.mul_self_sqrt hd.le] at h
          change (((√(hS.isHermitian.eigenvalues i))⁻¹ : ℝ) : ℂ)
            * (hS.isHermitian.eigenvalues i : ℂ)
            * (((√(hS.isHermitian.eigenvalues i))⁻¹ : ℝ) : ℂ) = 1
          exact_mod_cast h
  -- diagonalise the Hamiltonian in the whitened basis
  have hK : (Tᴴ * (H * T)).IsHermitian := by
    simp only [Matrix.IsHermitian, Matrix.conjTranspose_mul,
      Matrix.conjTranspose_conjTranspose, hH.eq, Matrix.mul_assoc]
  obtain ⟨W, hW, hKW⟩ := hermitian_diagonalisation hK
  have hU : (T * W)ᴴ * (S * (T * W)) = 1 := by
    calc (T * W)ᴴ * (S * (T * W)) = Wᴴ * (Tᴴ * (S * T)) * W := by
          simp only [Matrix.conjTranspose_mul, Matrix.mul_assoc]
      _ = 1 := by rw [hT, Matrix.mul_one, hW]
  have hE : (T * W)ᴴ * (H * (T * W)) = diagonal (fun i => (hK.eigenvalues i : ℂ)) := by
    calc (T * W)ᴴ * (H * (T * W)) = Wᴴ * (Tᴴ * (H * T) * W) := by
          simp only [Matrix.conjTranspose_mul, Matrix.mul_assoc]
      _ = _ := by rw [hKW, ← Matrix.mul_assoc, hW, Matrix.one_mul]
  have hHU : H * (T * W) = S * (T * W) * diagonal (fun i => (hK.eigenvalues i : ℂ)) := by
    rw [← hE, ← Matrix.mul_assoc (S * (T * W)), mul_eq_one_comm.mp hU, Matrix.one_mul]
  refine ⟨hK.eigenvalues, fun f i => (T * W) i f, ?_, ?_⟩
  · intro f g
    exact (congrFun (congrFun hU f) g).trans Matrix.one_apply
  · intro f
    funext i
    have h := congrFun (congrFun hHU i) f
    rw [Matrix.mul_diagonal] at h
    exact h.trans (mul_comm _ _)
```

## Expanding the excitation vector

The same exchange, applied to any states with the two properties above, gives (SU)U†w = w, or

Σ_f ⟨u_f,w⟩ S u_f = w.

```lean
variable {H S : Matrix n n ℂ} {e : n → ℝ} {u : n → n → ℂ}

/-- Completeness of the eigenstates: `∑ f, ⟨u f, w⟩ S u f = w` for every vector `w`. -/
theorem completeness (h : IsEigenbasis H S e u) (w : n → ℂ) :
    ∑ f, (star (u f) ⬝ᵥ w) • (S *ᵥ u f) = w := by
  let U : Matrix n n ℂ := Matrix.of fun i f => u f i
  have h1 : Uᴴ * (S * U) = 1 := by
    ext f g
    exact (h.orthonormal f g).trans Matrix.one_apply.symm
  -- a left inverse of a square matrix is also a right inverse
  have h2 : (S * U) *ᵥ (Uᴴ *ᵥ w) = w := by
    rw [Matrix.mulVec_mulVec, mul_eq_one_comm.mp h1, Matrix.one_mulVec]
  funext i
  refine Eq.trans ?_ (congrFun h2 i)
  rw [Finset.sum_apply]
  exact Finset.sum_congr rfl fun f _ => mul_comm _ _
```

The eigenvalue equation gives

(zS − H)u_f = z S u_f − e_f S u_f = (z − e_f) S u_f.

```lean
/-- On an eigenstate, `zS - H` acts as `(z - e f) S`. -/
theorem shifted_mulVec (h : IsEigenbasis H S e u) (z : ℂ) (f : n) :
    (z • S - H) *ᵥ u f = (z - e f) • (S *ᵥ u f) := by
  rw [Matrix.sub_mulVec, Matrix.smul_mulVec, h.eigen, sub_smul]
```

Therefore, if z ≠ e_f for all f, the vector

x = Σ_f ⟨u_f,w⟩/(z − e_f) u_f

satisfies (zS − H)x = Σ_f ⟨u_f,w⟩ S u_f = w. The proof moves the matrix through the sum with `map_sum`, cancels each denominator and applies completeness.

```lean
/-- Away from the energies `e f`, the linear equation `(zS - H) x = w` is solved by
`x = ∑ f, ⟨u f, w⟩ / (z - e f) u f`. -/
theorem response_solution (h : IsEigenbasis H S e u) {z : ℂ} (hz : ∀ f, z ≠ e f)
    (w : n → ℂ) :
    (z • S - H) *ᵥ (∑ f, ((star (u f) ⬝ᵥ w) / (z - e f)) • u f) = w := by
  refine (map_sum (Matrix.mulVecLin (z • S - H)) _ _).trans ?_
  refine Eq.trans (Finset.sum_congr rfl fun f _ => ?_) (completeness h w)
  rw [Matrix.mulVecLin_apply, Matrix.mulVec_smul, shifted_mulVec h, smul_smul,
    div_mul_cancel₀ _ (sub_ne_zero.mpr (hz f))]
```

If z = e_f, then zS − H sends u_f to zero, while ⟨u_f,S u_f⟩ = 1 shows that u_f ≠ 0; the matrix is singular. If z avoids every e_f, the solution above exists for every w, so the matrix is surjective and hence invertible.

```lean
/-- The matrix `zS - H` is invertible exactly when `z` differs from every energy `e f`. -/
theorem isUnit_shifted_iff (h : IsEigenbasis H S e u) (z : ℂ) :
    IsUnit (z • S - H) ↔ ∀ f, z ≠ e f := by
  constructor
  · intro hA f hf
    have h0 : (z • S - H) *ᵥ u f = (z • S - H) *ᵥ 0 := by
      rw [shifted_mulVec h, hf, sub_self, zero_smul, Matrix.mulVec_zero]
    have hu : u f = 0 := Matrix.mulVec_injective_of_isUnit hA h0
    have h1 := h.orthonormal f f
    simp [hu] at h1
  · intro hz
    exact Matrix.mulVec_surjective_iff_isUnit.mp fun w => ⟨_, response_solution h hz w⟩
```

## The sum over final states

Now x = (zS − H)⁻¹w, and ⟨w,u_f⟩ is the conjugate of ⟨u_f,w⟩. Projecting on w gives

G(z) = Σ_f ⟨u_f,w⟩⟨w,u_f⟩/(z − e_f) = Σ_f |⟨u_f,w⟩|²/(z − e_f).

The theorem states this for every w and every complex z different from all e_f. In the proof, `hx` identifies the inverse applied to w with x, and `hc` turns the product of amplitudes into a squared modulus.

```lean
/-- For `z` different from all energies, the resolvent element of the single vector `w` is
the sum over all final states of `|⟨u f, w⟩|² / (z - e f)`. -/
theorem greenElement_eq_sum (h : IsEigenbasis H S e u) {z : ℂ} (hz : ∀ f, z ≠ e f)
    (w : n → ℂ) :
    greenElement H S w z = ∑ f, ((‖star (u f) ⬝ᵥ w‖ ^ 2 : ℝ) : ℂ) / (z - e f) := by
  have hdet := (Matrix.isUnit_iff_isUnit_det _).mp ((isUnit_shifted_iff h z).mpr hz)
  -- the inverse applied to `w` is the explicit solution
  have hx : (z • S - H)⁻¹ *ᵥ w = ∑ f, ((star (u f) ⬝ᵥ w) / (z - e f)) • u f := by
    have h1 := congrArg (fun v => (z • S - H)⁻¹ *ᵥ v) (response_solution h hz w)
    simp only [Matrix.mulVec_mulVec, Matrix.nonsing_inv_mul _ hdet,
      Matrix.one_mulVec] at h1
    exact h1.symm
  unfold greenElement
  rw [hx]
  -- project the solution on `w`, state by state
  refine (map_sum (AddMonoidHom.mk' (fun x : n → ℂ => star w ⬝ᵥ x)
    (fun a b => dotProduct_add _ a b)) _ _).trans (Finset.sum_congr rfl fun f _ => ?_)
  change star w ⬝ᵥ (((star (u f) ⬝ᵥ w) / (z - e f)) • u f) = _
  have hc : (star (u f) ⬝ᵥ w) * star (star (u f) ⬝ᵥ w)
      = ((‖star (u f) ⬝ᵥ w‖ ^ 2 : ℝ) : ℂ) := by
    rw [← Complex.normSq_eq_norm_sq]
    exact Complex.mul_conj _
  rw [dotProduct_smul, smul_eq_mul, Matrix.star_dotProduct w (u f), ← hc]
  ring
```

## Lorentzian broadening

Set z = ω + iη with ω real and η > 0, where the energy η is a constant half-width that models the broadening due to the finite core-hole lifetime. Since

1/(ω − e_f + iη) = (ω − e_f − iη)/((ω − e_f)² + η²),

taking the imaginary part and multiplying by −1/π gives

−(1/π) Im G(ω + iη) = Σ_f |⟨u_f,w⟩|² (η/π)/((ω − e_f)² + η²).

Here `hz` notes that z is not real and so misses every e_f, and `key` computes one pole.

```lean
/-- At real frequency `ω` with broadening `η > 0`, the imaginary part of the resolvent
element, times `-1/π`, is the sum of Lorentzians at `e f` weighted by `|⟨u f, w⟩|²`. -/
theorem broadened_spectrum (h : IsEigenbasis H S e u) (w : n → ℂ) (ω : ℝ) {η : ℝ}
    (hη : 0 < η) :
    -(1 / Real.pi) * (greenElement H S w (ω + η * Complex.I)).im
      = ∑ f, ‖star (u f) ⬝ᵥ w‖ ^ 2 * (η / Real.pi / ((ω - e f) ^ 2 + η ^ 2)) := by
  have hz : ∀ f, (ω + η * Complex.I : ℂ) ≠ e f := by
    intro f hf
    have him := congrArg Complex.im hf
    simp at him
    exact hη.ne' him
  -- imaginary part of a single pole
  have key : ∀ a b : ℝ, ((a : ℂ) / (ω + η * Complex.I - b)).im
      = -(a * η / ((ω - b) ^ 2 + η ^ 2)) := by
    intro a b
    have hn : Complex.normSq (ω + η * Complex.I - b) = (ω - b) ^ 2 + η ^ 2 := by
      rw [Complex.normSq_apply]
      simp [sq]
    rw [Complex.div_im, hn]
    simp
  rw [greenElement_eq_sum h hz, Complex.im_sum, Finset.mul_sum]
  refine Finset.sum_congr rfl fun f _ => ?_
  rw [key]
  ring

end CoreExcitationSpectrum
```

```lean
#print axioms CoreExcitationSpectrum.exists_eigenbasis
#print axioms CoreExcitationSpectrum.broadened_spectrum
```

```
'CoreExcitationSpectrum.exists_eigenbasis' depends on axioms: [propext, Classical.choice, Quot.sound]
'CoreExcitationSpectrum.broadened_spectrum' depends on axioms: [propext, Classical.choice, Quot.sound]
```

In a calculation, one can build w once, solve (zS − H)x = w with z = ω + iη for each ω on an energy grid, and record −(1/π) Im⟨w,x⟩. An unpreconditioned Krylov solver such as GMRES uses H and S only through their products with vectors.

The step left to physics is identifying the weights with measured absorption. The sum runs over all eigenstates, so occupied ones must be removed, and ω is a final-state energy: for independent electrons, the photon energy is ω minus the core-level energy. The absorption cross-section also carries a factor of the photon energy.
